# The One Physical Root of the Quasichemical Equation in a Binary Alloy

A solver that takes the wrong root of the quasichemical equation returns negative pair probabilities. The usual quadratic formula has a further defect: it becomes $0/0$ at random mixing. Both problems disappear once the physical root is identified and written in a form that stays regular there.

Let $x$ be the fraction of A atoms, with $0<x<1$, and let $y$ be the probability that an ordered neighbour pair is AB. BA has the same probability, so AA and BB have probabilities $x-y$ and $1-x-y$. For $\eta>0$ the mass-action law is

$$(x-y)(1-x-y)=\eta y^2 .$$

It has exactly one root in $0<y<\min(x,1-x)$, where all pair probabilities are positive:

$$y_*=\frac{2x(1-x)}{1+s},\qquad s=\sqrt{1+4x(1-x)(\eta-1)} .$$

This root lies below the random value $x(1-x)$ if and only if $\eta>1$.

## From the quadratic to the free-energy minimum

**Position.** The radicand equals $(1-2x)^2+4x(1-x)\eta$, so $s>|1-2x|$. Clearly $y_*>0$. Also, $y_*<x$ means $2(1-x)<1+s$, or $1-2x<s$, and $y_*<1-x$ means $2x-1<s$. Both hold.

**Solution.** Expanding the left side turns the law into

$$x(1-x)-y=(\eta-1)y^2 .$$

Since $4x(1-x)(\eta-1)=s^2-1$, both sides at $y_*$ equal $x(1-x)(s-1)/(s+1)$.

**Uniqueness.** As $y$ grows in the interval, $(x-y)(1-x-y)$ falls and $\eta y^2$ rises, so they agree at most once.

**Comparison.** Since $y_*^2>0$, the expanded law gives $x(1-x)-y_*$ the sign of $\eta-1$.

**Minimum.** Let $w$ be the energy of an unlike bond relative to the mean of the two like bonds, and $T>0$ the temperature in energy units. Put $\eta=e^{2w/T}$, the Boltzmann factor for turning one AA and one BB bond into two unlike bonds, inverted. The bond free energy is $F(y)=2wy+T\,\Sigma(y)$, with

$$\Sigma(y)=(x-y)\ln(x-y)+(1-x-y)\ln(1-x-y)+2y\ln y .$$

Write $z=y_*$. The logarithm of the mass-action law is

$$T[\ln(x-z)+\ln(1-x-z)-2\ln z]=2w .$$

For distinct $a,b>0$, $\ln(b/a)<b/a-1$ gives $a\ln a>a\ln b+a-b$. Apply this to each pair probability at $y\ne z$ and at $z$, counting the unlike one twice. The terms $a-b$ cancel, leaving

$$\Sigma(y)>(x-y)\ln(x-z)+(1-x-y)\ln(1-x-z)+2y\ln z=\Sigma(z)+\frac{2w(z-y)}{T}.$$

Hence $F(y)>2wy+T\,\Sigma(z)+2w(z-y)=F(z)$.

## The alloy model in Lean

```lean
import Mathlib

open Real

namespace QuasichemicalPairs

noncomputable section
```

All quantities are real numbers. The law is a proposition about `η`, `x` and `y`.

```lean
/-- The quasichemical mass-action law for a binary alloy of composition `x`: the product of the
two like-pair probabilities is `η` times the square of the unlike-pair probability `y`. -/
def MassAction (η x y : ℝ) : Prop :=
  (x - y) * (1 - x - y) = η * y ^ 2

/-- The closed formula for the unlike-pair probability, used for `0 < x < 1` and `0 < η`. -/
def pairRoot (η x : ℝ) : ℝ :=
  2 * x * (1 - x) / (1 + √(1 + 4 * x * (1 - x) * (η - 1)))

/-- The bond free energy at composition `x`: each unlike bond costs `w`, and the pair
probabilities `x - y`, `1 - x - y`, `y`, `y` carry entropy at temperature `T` (energy units). -/
def pairFreeEnergy (w T x y : ℝ) : ℝ :=
  2 * w * y + T * ((x - y) * log (x - y) + (1 - x - y) * log (1 - x - y) + 2 * y * log y)
```

`pairFreeEnergy` is $F$. It omits the single-site entropy of the Bethe approximation, which is constant at fixed composition but matters when compositions are compared. The model has one $y$ for all bonds, hence no sublattice order, and no lattice geometry.

Counting unlike bonds without orientation, by $q=2y$, would be an equivalent model. The right side of the law would become $\eta q^2/4$, and the random value $2x(1-x)$.

## Existence, uniqueness and the random value

```lean
/-- The mass-action law says that the random value `x (1 - x)` minus `y` is `(η - 1) y ^ 2`. -/
theorem massAction_iff_deviation (η x y : ℝ) :
    MassAction η x y ↔ x * (1 - x) - y = (η - 1) * y ^ 2 := by
  unfold MassAction
  constructor <;> intro h <;> linear_combination h
```

This is the expanded law; `linear_combination` checks the algebra in both directions.

```lean
/-- The closed formula gives a pair probability for which all kinds of pairs, like and unlike,
have positive probability. -/
theorem pairRoot_mem {η x : ℝ} (hx0 : 0 < x) (hx1 : x < 1) (hη : 0 < η) :
    pairRoot η x ∈ Set.Ioo 0 (min x (1 - x)) := by
  have hx' : 0 < 1 - x := sub_pos.2 hx1
  have hp : 0 < x * (1 - x) * η := mul_pos (mul_pos hx0 hx') hη
  -- the square root exceeds both 1 - 2x and 2x - 1
  have h1 : 1 - 2 * x < √(1 + 4 * x * (1 - x) * (η - 1)) :=
    Real.lt_sqrt_of_sq_lt (by nlinarith)
  have h2 : 2 * x - 1 < √(1 + 4 * x * (1 - x) * (η - 1)) :=
    Real.lt_sqrt_of_sq_lt (by nlinarith)
  have hs : 0 < 1 + √(1 + 4 * x * (1 - x) * (η - 1)) := by positivity
  unfold pairRoot
  refine ⟨div_pos (mul_pos (mul_pos two_pos hx0) hx') hs, lt_min ?_ ?_⟩
  · rw [div_lt_iff₀ hs]
    nlinarith [mul_pos hx0 (sub_pos.2 h1)]
  · rw [div_lt_iff₀ hs]
    nlinarith [mul_pos hx' (sub_pos.2 h2)]
```

`Set.Ioo` is the open interval. The facts `h1` and `h2` are the two bounds on $s$.

```lean
/-- The closed formula solves the mass-action law. -/
theorem pairRoot_massAction {η x : ℝ} (hx0 : 0 < x) (hx1 : x < 1) (hη : 0 < η) :
    MassAction η x (pairRoot η x) := by
  have hp : 0 < x * (1 - x) * η := mul_pos (mul_pos hx0 (sub_pos.2 hx1)) hη
  have hr : 0 ≤ 1 + 4 * x * (1 - x) * (η - 1) := by nlinarith [sq_nonneg (1 - 2 * x)]
  have hsq := Real.sq_sqrt hr
  have hs : 1 + √(1 + 4 * x * (1 - x) * (η - 1)) ≠ 0 := by positivity
  have h : pairRoot η x * (1 + √(1 + 4 * x * (1 - x) * (η - 1))) = 2 * x * (1 - x) := by
    unfold pairRoot
    exact div_mul_cancel₀ _ hs
  generalize √(1 + 4 * x * (1 - x) * (η - 1)) = s at hsq hs h
  unfold MassAction
  -- clear the squared denominator
  apply mul_right_cancel₀ (pow_ne_zero 2 hs)
  linear_combination (-(1 + s) - (η - 1) * (pairRoot η x * (1 + s) + 2 * x * (1 - x))) * h
    + x * (1 - x) * hsq
```

Here the square root is replaced by a variable `s` with known square, and the equation is multiplied by $(1+s)^2$.

```lean
/-- Two solutions of the mass-action law in the physical interval coincide. -/
theorem massAction_unique {η x y z : ℝ} (hη : 0 < η)
    (hy : y ∈ Set.Ioo 0 (min x (1 - x))) (hz : z ∈ Set.Ioo 0 (min x (1 - x)))
    (hmy : MassAction η x y) (hmz : MassAction η x z) : y = z := by
  -- the left side falls with the pair probability while the right side grows
  have key : ∀ a b : ℝ, 0 < a → b < min x (1 - x) → MassAction η x a → MassAction η x b →
      ¬ a < b := by
    intro a b ha hb hma hmb hab
    obtain ⟨hb1, hb2⟩ := lt_min_iff.1 hb
    unfold MassAction at hma hmb
    have hl : (x - b) * (1 - x - b) < (x - a) * (1 - x - a) :=
      mul_lt_mul'' (by linarith) (by linarith) (by linarith) (by linarith)
    have hr : η * a ^ 2 < η * b ^ 2 := by gcongr
    linarith
  exact le_antisymm (not_lt.1 (key z y hz.1 hy.2 hmz hmy))
    (not_lt.1 (key y z hy.1 hz.2 hmy hmz))
```

The auxiliary `key` rules out two solutions $a<b$ by the opposite monotonicity of the two sides.

```lean
/-- The mass-action law has exactly one solution in the physical interval, given by the closed
formula, and it lies below the random value `x (1 - x)` if and only if `η > 1`. -/
theorem quasichemical_solution {η x : ℝ} (hx0 : 0 < x) (hx1 : x < 1) (hη : 0 < η) :
    (∀ y, (y ∈ Set.Ioo 0 (min x (1 - x)) ∧ MassAction η x y) ↔ y = pairRoot η x) ∧
      (pairRoot η x < x * (1 - x) ↔ 1 < η) := by
  have hm := pairRoot_mem hx0 hx1 hη
  have ha := pairRoot_massAction hx0 hx1 hη
  have hd := (massAction_iff_deviation _ _ _).1 ha
  refine ⟨fun y => ⟨fun h => massAction_unique hη h.1 hm h.2 ha, ?_⟩, ?_, ?_⟩
  · rintro rfl
    exact ⟨hm, ha⟩
  · intro hlt
    by_contra hn
    nlinarith [mul_nonneg (sub_nonneg.2 (not_lt.1 hn)) (sq_nonneg (pairRoot η x))]
  · intro h1
    have := mul_pos (sub_pos.2 h1) (pow_pos hm.1 2)
    linarith
```

The first part says, for every `y`, that being a root in the interval is the same as being `pairRoot η x`. The second is the comparison, where `η` is any positive number, not yet tied to an energy.

```lean
/-- The unlike-pair probability equals the random value exactly when `η = 1`. -/
theorem pairRoot_eq_random_iff {η x : ℝ} (hx0 : 0 < x) (hx1 : x < 1) (hη : 0 < η) :
    pairRoot η x = x * (1 - x) ↔ η = 1 := by
  have hm := pairRoot_mem hx0 hx1 hη
  have hd := (massAction_iff_deviation _ _ _).1 (pairRoot_massAction hx0 hx1 hη)
  constructor
  · intro h
    have h0 : (η - 1) * pairRoot η x ^ 2 = 0 := by linarith
    have h1 := (mul_eq_zero.1 h0).resolve_right (pow_ne_zero 2 hm.1.ne')
    linarith
  · intro h
    rw [h] at hd ⊢
    linarith
```

Equality with random mixing forces $(\eta-1)y_*^2=0$, hence $\eta=1$.

## The root as a strict minimiser

```lean
/-- For distinct positive `a` and `b`, `a log a` is greater than `a log b + a - b`. -/
theorem gibbs_term {a b : ℝ} (ha : 0 < a) (hb : 0 < b) (hab : a ≠ b) :
    a * log b + a - b < a * log a := by
  have h := Real.log_lt_sub_one_of_pos (div_pos hb ha)
    (fun h => hab ((div_eq_one_iff_eq ha.ne').1 h).symm)
  rw [Real.log_div hb.ne' ha.ne'] at h
  have h2 := mul_lt_mul_of_pos_left h ha
  have h3 : a * (b / a - 1) = b - a := by
    rw [mul_sub, mul_div_cancel₀ b ha.ne', mul_one]
  rw [h3] at h2
  linarith

/-- With `η = exp (2 w / T)`, the closed formula gives a strictly lower bond free energy than
every other pair probability in the physical interval. -/
theorem pairRoot_minimises {w T x y : ℝ} (hT : 0 < T) (hx0 : 0 < x) (hx1 : x < 1)
    (hy : y ∈ Set.Ioo 0 (min x (1 - x))) (hne : y ≠ pairRoot (exp (2 * w / T)) x) :
    pairFreeEnergy w T x (pairRoot (exp (2 * w / T)) x) < pairFreeEnergy w T x y := by
  have hz := pairRoot_mem hx0 hx1 (exp_pos (2 * w / T))
  have hm := pairRoot_massAction hx0 hx1 (exp_pos (2 * w / T))
  unfold MassAction at hm
  generalize pairRoot (exp (2 * w / T)) x = z at hz hm hne ⊢
  obtain ⟨hz0, hz'⟩ := hz
  obtain ⟨hy0, hy'⟩ := hy
  obtain ⟨hz1, hz2⟩ := lt_min_iff.1 hz'
  obtain ⟨hy1, hy2⟩ := lt_min_iff.1 hy'
  have pz1 : 0 < x - z := by linarith
  have pz2 : 0 < 1 - x - z := by linarith
  -- the logarithm of the mass-action law
  have hlog := congrArg Real.log hm
  rw [Real.log_mul pz1.ne' pz2.ne', Real.log_mul (exp_pos _).ne' (pow_ne_zero 2 hz0.ne'),
    Real.log_exp, Real.log_pow] at hlog
  push_cast at hlog
  have hL : T * (log (x - z) + log (1 - x - z) - 2 * log z) = 2 * w := by
    rw [hlog, add_sub_cancel_right]
    field_simp
  -- the one-term logarithmic bound for each kind of pair
  have g1 := gibbs_term (a := x - y) (by linarith) pz1 (fun h => hne (by linarith))
  have g2 := gibbs_term (a := 1 - x - y) (by linarith) pz2 (fun h => hne (by linarith))
  have g3 := gibbs_term hy0 hz0 hne
  have hS : (x - y) * log (x - z) + (1 - x - y) * log (1 - x - z) + 2 * y * log z <
      (x - y) * log (x - y) + (1 - x - y) * log (1 - x - y) + 2 * y * log y := by
    linarith
  have hTS := mul_lt_mul_of_pos_left hS hT
  have e : (y - z) * (T * (log (x - z) + log (1 - x - z) - 2 * log z)) = (y - z) * (2 * w) := by
    rw [hL]
  unfold pairFreeEnergy
  linarith

end

end QuasichemicalPairs
```

The hypotheses allow either sign of `w`, and the competitors `y` range over the open interval, without its endpoints. In the proof, `hL` is the logarithmic law, `g1` to `g3` are the bounds from `gibbs_term`, and `hS` is their sum with `g3` counted twice.

Within this pair approximation for a homogeneous alloy, $y_*$ gives a short-range order to compare with neighbour counts from a lattice Monte Carlo run.

```lean
#print axioms QuasichemicalPairs.quasichemical_solution
#print axioms QuasichemicalPairs.pairRoot_eq_random_iff
#print axioms QuasichemicalPairs.pairRoot_minimises
```

```
'QuasichemicalPairs.quasichemical_solution' depends on axioms: [propext, Classical.choice, Quot.sound]
'QuasichemicalPairs.pairRoot_eq_random_iff' depends on axioms: [propext, Classical.choice, Quot.sound]
'QuasichemicalPairs.pairRoot_minimises' depends on axioms: [propext, Classical.choice, Quot.sound]
```
